# Necessary and sufficient conditions for a step to minimise a quadratic energy model in a ball

Let $g$ be the gradient and $B$ the Hessian of an energy surface at the current geometry. Let $r>0$ be the trust radius, the longest displacement for which a quadratic model of the surface is to be used. The problem is to recognise whether a given step $d$ with $\|d\|\le r$ has the lowest model energy of all steps $y$ with $\|y\|\le r$, even when $B$ has negative eigenvalues.

Steps live in a real inner product space `E` of any dimension. `B` is a linear map on `E`, and the hypothesis `B.IsSymmetric` says $\langle Bx,y\rangle=\langle x,By\rangle$, as for the Hessian of a smooth energy.

```lean
import Mathlib

open scoped InnerProductSpace

namespace TrustRegionOptimality

variable {E : Type*} [NormedAddCommGroup E] [InnerProductSpace ℝ E]
```

The model energy, measured from the current point, is $q(y)=\langle g,y\rangle+\tfrac12\langle y,By\rangle$, written `energy B g y`.

```lean
/-- The quadratic energy model `⟨g, y⟩ + ⟨y, B y⟩ / 2` with gradient `g` and Hessian `B`. -/
noncomputable def energy (B : E →ₗ[ℝ] E) (g y : E) : ℝ :=
  ⟪g, y⟫_ℝ + ⟪y, B y⟫_ℝ / 2
```

A number $k$ is a multiplier for $d$ if it meets the four conditions below. Optimisation texts usually call it $\lambda$ or $\mu$, sometimes with the opposite sign; in quantum chemistry it is a level shift. The field `slack` lets $k$ be nonzero only when $\|d\|=r$, and `curvature` says that $B+kI$ is positive semidefinite.

```lean
/-- The number `k` is a level shift for the step `d` in the ball of radius `r`: it is nonnegative,
the shifted Newton equation holds, `k` vanishes unless `‖d‖ = r`, and `B + k` is positive
semidefinite. -/
structure IsMultiplier (B : E →ₗ[ℝ] E) (g : E) (r : ℝ) (d : E) (k : ℝ) : Prop where
  nonneg : 0 ≤ k
  newton : B d + k • d = -g
  slack : k * (r - ‖d‖) = 0
  curvature : ∀ v, 0 ≤ ⟪v, B v + k • v⟫_ℝ
```

## (a) The sign left by vanishing steps

Let $t_0>0$ and $a+bt\ge0$ for all $0<t<t_0$. Show that
$$a\ge0.$$

Suppose $a<0$ and take $t=\min\{t_0/2,\,-a/(2(|b|+1))\}$. Then $bt\le|b|t\le-a/2$, so $a+bt\le a/2<0$, a contradiction. The code chooses the same $t$.

```lean
/-- If `a + b t` is nonnegative for all sufficiently small positive `t`, then `a` is
nonnegative. -/
theorem nonneg_of_small_steps {a b t₀ : ℝ} (ht₀ : 0 < t₀)
    (h : ∀ t, 0 < t → t < t₀ → 0 ≤ a + b * t) : 0 ≤ a := by
  by_contra hn
  have ha : a < 0 := lt_of_not_ge hn
  have hb : 0 < 2 * (|b| + 1) := by positivity
  obtain ⟨t, h0, h1, h2⟩ : ∃ t, 0 < t ∧ t < t₀ ∧ t * (2 * (|b| + 1)) ≤ -a :=
    ⟨min (t₀ / 2) (-a / (2 * (|b| + 1))),
      lt_min (by linarith) (div_pos (by linarith) hb),
      lt_of_le_of_lt (min_le_left _ _) (by linarith),
      (le_div_iff₀ hb).1 (min_le_right _ _)⟩
  have h3 : b * t ≤ |b| * t := mul_le_mul_of_nonneg_right (le_abs_self b) h0.le
  have h4 : 0 ≤ |b| * t := mul_nonneg (abs_nonneg b) h0.le
  nlinarith [h t h0 h1]
```

## (b) The exact energy gap

Let $B$ be symmetric, as in every later part that compares energies, and write $C=B+kI$. If $Cd=-g$, show that for every $y$
$$q(y)-q(d)=\tfrac12\langle y-d,C(y-d)\rangle+\tfrac k2\left(\|d\|^2-\|y\|^2\right).$$

Insert $g=-Cd$ and $B=C-kI$:
$$q(y)-q(d)=-\langle Cd,y\rangle+\langle Cd,d\rangle+\tfrac12\langle y,Cy\rangle-\tfrac12\langle d,Cd\rangle+\tfrac k2(\|d\|^2-\|y\|^2).$$
Since $C$ is symmetric, the terms in $C$ combine into the stated square. In Lean, `simp only` expands the inner products and `ring` compares the results.

```lean
/-- For symmetric `B` and a solution `d` of the shifted Newton equation, the energy difference
between any `y` and `d` is exactly half the quadratic form of `B + k` at `y - d`, plus `k / 2` times
`‖d‖ ^ 2 - ‖y‖ ^ 2`. -/
theorem energy_gap {B : E →ₗ[ℝ] E} (hB : B.IsSymmetric) {g d : E} {k : ℝ}
    (hs : B d + k • d = -g) (y : E) :
    energy B g y - energy B g d =
      (⟪y - d, B (y - d) + k • (y - d)⟫_ℝ + k * (‖d‖ ^ 2 - ‖y‖ ^ 2)) / 2 := by
  have hg : g = -(B d + k • d) := by rw [hs, neg_neg]
  have h1 : ⟪B d, y⟫_ℝ = ⟪d, B y⟫_ℝ := hB d y
  have h2 : ⟪B d, d⟫_ℝ = ⟪d, B d⟫_ℝ := hB d d
  have h3 : ⟪y, B d⟫_ℝ = ⟪B d, y⟫_ℝ := real_inner_comm _ _
  have h4 : ⟪y, d⟫_ℝ = ⟪d, y⟫_ℝ := real_inner_comm _ _
  unfold energy
  rw [hg]
  simp only [map_sub, smul_sub, inner_sub_left, inner_sub_right, inner_add_left,
    inner_add_right, inner_neg_left, real_inner_smul_left, real_inner_smul_right,
    real_inner_self_eq_norm_sq, h3, h1, h2, h4]
  ring
```

## (c) Energy along a line

Show that
$$q(d+tv)=q(d)+t\langle Bd+g,v\rangle+\tfrac{t^2}{2}\langle v,Bv\rangle.$$

The terms linear in $t$ are $t\langle g,v\rangle+\tfrac t2(\langle d,Bv\rangle+\langle v,Bd\rangle)$. By symmetry both inner products in the bracket equal $\langle Bd,v\rangle$. The remaining terms are $q(d)$ and the quadratic one.

```lean
/-- For symmetric `B`, the energy along the line `d + t v` is quadratic in `t`, with slope
`⟨B d + g, v⟩` at `t = 0` and curvature `⟨v, B v⟩`. -/
theorem energy_line {B : E →ₗ[ℝ] E} (hB : B.IsSymmetric) (g d v : E) (t : ℝ) :
    energy B g (d + t • v) =
      energy B g d + t * ⟪B d + g, v⟫_ℝ + t ^ 2 / 2 * ⟪v, B v⟫_ℝ := by
  have h1 : ⟪B d, v⟫_ℝ = ⟪d, B v⟫_ℝ := hB d v
  have h2 : ⟪v, B d⟫_ℝ = ⟪B d, v⟫_ℝ := real_inner_comm _ _
  unfold energy
  simp only [map_add, map_smul, inner_add_left, inner_add_right, real_inner_smul_left,
    real_inner_smul_right, h2, h1]
  ring
```

## (d) Slope in a feasible direction

Let $q(d)\le q(y)$ whenever $\|y\|\le r$, and let $\|d+tv\|\le r$ for all $0<t<t_0$, where $t_0>0$. Show that
$$\langle Bd+g,v\rangle\ge0.$$

By (c), $0\le t\left(\langle Bd+g,v\rangle+\tfrac t2\langle v,Bv\rangle\right)$. Divide by $t>0$ and apply (a).

```lean
/-- At a minimiser over the ball, for symmetric `B`, the energy slope is nonnegative in every
direction in which short steps stay inside the ball. -/
theorem slope_nonneg {B : E →ₗ[ℝ] E} (hB : B.IsSymmetric) {g d v : E} {r t₀ : ℝ}
    (hmin : ∀ y, ‖y‖ ≤ r → energy B g d ≤ energy B g y) (ht₀ : 0 < t₀)
    (hf : ∀ t, 0 < t → t < t₀ → ‖d + t • v‖ ≤ r) : 0 ≤ ⟪B d + g, v⟫_ℝ := by
  refine nonneg_of_small_steps (b := ⟪v, B v⟫_ℝ / 2) ht₀ fun t h0 h1 => ?_
  have h2 := hmin _ (hf t h0 h1)
  rw [energy_line hB] at h2
  have h3 : 0 ≤ t * (⟪B d + g, v⟫_ℝ + ⟪v, B v⟫_ℝ / 2 * t) := by nlinarith
  exact (mul_nonneg_iff_of_pos_left h0).1 h3
```

## (e) A minimiser inside the ball

If $d$ is a minimiser with $\|d\|<r$, show that
$$Bd=-g,\qquad \langle v,Bv\rangle\ge0\ \text{ for all }v.$$

For $0<t<(r-\|d\|)/(\|v\|+1)$ we have $\|d+tv\|\le\|d\|+t\|v\|\le r$, so every direction is feasible; this is `room`. With $v=-(Bd+g)$, (d) gives $0\le-\|Bd+g\|^2$, hence $Bd+g=0$. Now (c) reduces to $0\le\tfrac{t^2}{2}\langle v,Bv\rangle$ for one small $t>0$.

```lean
/-- For symmetric `B`, a minimiser strictly inside the ball solves the unshifted Newton equation,
and `B` is positive semidefinite. -/
theorem interior_conditions {B : E →ₗ[ℝ] E} (hB : B.IsSymmetric) {g d : E} {r : ℝ}
    (hd : ‖d‖ < r) (hmin : ∀ y, ‖y‖ ≤ r → energy B g d ≤ energy B g y) :
    B d = -g ∧ ∀ v, 0 ≤ ⟪v, B v⟫_ℝ := by
  -- every direction leaves room for a short step
  have room : ∀ v : E, ∃ t₀ : ℝ, 0 < t₀ ∧ ∀ t, 0 < t → t < t₀ → ‖d + t • v‖ ≤ r := by
    intro v
    have hv : 0 < ‖v‖ + 1 := by positivity
    refine ⟨(r - ‖d‖) / (‖v‖ + 1), div_pos (by linarith) hv, fun t h0 h1 => ?_⟩
    have h2 := (lt_div_iff₀ hv).1 h1
    have h3 := norm_add_le d (t • v)
    rw [norm_smul, Real.norm_of_nonneg h0.le] at h3
    nlinarith
  have hw : B d + g = 0 := by
    obtain ⟨t₀, h0, hf⟩ := room (-(B d + g))
    have h := slope_nonneg hB hmin h0 hf
    rw [inner_neg_right, real_inner_self_eq_norm_sq] at h
    have h2 : ‖B d + g‖ ^ 2 = 0 := by linarith [sq_nonneg ‖B d + g‖]
    exact norm_eq_zero.1 ((pow_eq_zero_iff two_ne_zero).1 h2)
  refine ⟨eq_neg_of_add_eq_zero_left hw, fun v => ?_⟩
  obtain ⟨t₀, h0, hf⟩ := room v
  have h := hmin _ (hf (t₀ / 2) (by linarith) (by linarith))
  rw [energy_line hB, hw, inner_zero_left] at h
  have hp : 0 < (t₀ / 2) ^ 2 / 2 := by positivity
  exact (mul_nonneg_iff_of_pos_left hp).1 (by linarith)
```

## (f) A gradient opposed to the step

Let $d\ne0$, and let $\langle w,v\rangle\ge0$ whenever $\langle d,v\rangle<0$. Show that some $k\ge0$ satisfies
$$w+kd=0.$$

Put $k=-\langle w,d\rangle/\|d\|^2$. The choice $v=-d$ gives $k\ge0$. Let $u=w+kd$; then $\langle d,u\rangle=0$ and $\langle w,u\rangle=\|u\|^2$. For $t>0$ the vector $v=-u-td$ has $\langle d,v\rangle=-t\|d\|^2<0$, so
$$0\le\langle w,v\rangle=-\|u\|^2+tk\|d\|^2.$$
By (a), $-\|u\|^2\ge0$, and so $u=0$.

```lean
/-- If a gradient `w` has nonnegative slope in every direction pointing inward at `d ≠ 0`, then
`w` is a nonpositive multiple of `d`. -/
theorem gradient_antiparallel {d w : E} (hd : d ≠ 0)
    (h : ∀ v, ⟪d, v⟫_ℝ < 0 → 0 ≤ ⟪w, v⟫_ℝ) : ∃ k : ℝ, 0 ≤ k ∧ w + k • d = 0 := by
  have hN : 0 < ‖d‖ ^ 2 := pow_pos (norm_pos_iff.2 hd) 2
  have hdd : ⟪d, d⟫_ℝ = ‖d‖ ^ 2 := real_inner_self_eq_norm_sq d
  obtain ⟨k, hk⟩ : ∃ k : ℝ, k * ‖d‖ ^ 2 = -⟪w, d⟫_ℝ :=
    ⟨-⟪w, d⟫_ℝ / ‖d‖ ^ 2, div_mul_cancel₀ _ hN.ne'⟩
  have hk0 : 0 ≤ k := by
    have h1 := h (-d) (by rw [inner_neg_right, hdd]; linarith)
    rw [inner_neg_right, ← hk] at h1
    exact (mul_nonneg_iff_of_pos_right hN).1 h1
  -- u is the part of w orthogonal to d
  obtain ⟨u, hu⟩ : ∃ u, u = w + k • d := ⟨_, rfl⟩
  have hdu : ⟪d, u⟫_ℝ = 0 := by
    rw [hu, inner_add_right, real_inner_smul_right, hdd]
    linarith [real_inner_comm d w]
  have hwu : ⟪w, u⟫_ℝ = ‖u‖ ^ 2 := by
    have h1 : ⟪u, u⟫_ℝ = ⟪w, u⟫_ℝ + k * ⟪d, u⟫_ℝ := by
      calc ⟪u, u⟫_ℝ = ⟪w + k • d, u⟫_ℝ := by rw [← hu]
        _ = _ := by rw [inner_add_left, real_inner_smul_left]
    rw [hdu, real_inner_self_eq_norm_sq] at h1
    linarith
  have hle : 0 ≤ -‖u‖ ^ 2 := by
    refine nonneg_of_small_steps (b := k * ‖d‖ ^ 2) one_pos fun t h0 _ => ?_
    have h1 := h (-u - t • d) (by
      rw [inner_sub_right, inner_neg_right, real_inner_smul_right, hdu, hdd]
      linarith [mul_pos h0 hN])
    rw [inner_sub_right, inner_neg_right, real_inner_smul_right, hwu] at h1
    rw [hk]
    linarith
  have hz : ‖u‖ ^ 2 = 0 := by linarith [sq_nonneg ‖u‖]
  exact ⟨k, hk0, hu ▸ norm_eq_zero.1 ((pow_eq_zero_iff two_ne_zero).1 hz)⟩
```

## (g) Curvature in every direction

Let $d\ne0$ be a minimiser in the ball with $Cd=-g$. Show that for all $v$
$$\langle v,Cv\rangle\ge0.$$

If $\langle d,v\rangle\ne0$, set $s=-2\langle d,v\rangle/\|v\|^2\neq0$. The point $d+sv$ is the reflection of $d$ in the hyperplane orthogonal to $v$, since
$$\|d+sv\|^2=\|d\|^2+s\left(2\langle d,v\rangle+s\|v\|^2\right)=\|d\|^2.$$
The norm term in (b) vanishes, leaving $0\le\tfrac{s^2}{2}\langle v,Cv\rangle$. This is `key`.

If $\langle d,v\rangle=0$, tilt $v$ to $v+td$ with $0<t<1$. Now $\langle d,v+td\rangle=t\|d\|^2\ne0$, so the first case gives
$$0\le\langle v,Cv\rangle+t\left(\langle v,Cd\rangle+\langle d,Cv\rangle\right)+t^2\langle d,Cd\rangle.$$
Bound the last term by $t|\langle d,Cd\rangle|$ and apply (a).

```lean
/-- For symmetric `B`, if a nonzero minimiser over the ball solves the Newton equation with
shift `k`, then `B + k` is positive semidefinite on the whole space. -/
theorem shifted_curvature {B : E →ₗ[ℝ] E} (hB : B.IsSymmetric) {g d : E} {r k : ℝ}
    (hd : ‖d‖ ≤ r) (hd0 : d ≠ 0) (hs : B d + k • d = -g)
    (hmin : ∀ y, ‖y‖ ≤ r → energy B g d ≤ energy B g y) (v : E) :
    0 ≤ ⟪v, B v + k • v⟫_ℝ := by
  -- reflecting d along v keeps its norm
  have key : ∀ v : E, ⟪d, v⟫_ℝ ≠ 0 → 0 ≤ ⟪v, B v + k • v⟫_ℝ := by
    intro v hc
    have hv : v ≠ 0 := by
      intro h
      exact hc (by rw [h, inner_zero_right])
    have hN : 0 < ‖v‖ ^ 2 := pow_pos (norm_pos_iff.2 hv) 2
    obtain ⟨s, hsv⟩ : ∃ s : ℝ, s * ‖v‖ ^ 2 = -2 * ⟪d, v⟫_ℝ :=
      ⟨-2 * ⟪d, v⟫_ℝ / ‖v‖ ^ 2, div_mul_cancel₀ _ hN.ne'⟩
    have hs0 : s ≠ 0 := by
      intro h
      rw [h, zero_mul] at hsv
      exact hc (by linarith)
    have hn : ‖d + s • v‖ ^ 2 = ‖d‖ ^ 2 := by
      rw [norm_add_sq_real, real_inner_smul_right, norm_smul, mul_pow, Real.norm_eq_abs, sq_abs]
      linear_combination s * hsv
    have hn' : ‖d + s • v‖ = ‖d‖ := (sq_eq_sq₀ (norm_nonneg _) (norm_nonneg _)).1 hn
    have h1 := hmin _ (hn'.le.trans hd)
    have h2 := energy_gap hB hs (d + s • v)
    rw [hn', add_sub_cancel_left, map_smul, smul_comm k s v, ← smul_add,
      real_inner_smul_left, real_inner_smul_right] at h2
    have hp : 0 < s ^ 2 := by positivity
    exact (mul_nonneg_iff_of_pos_left hp).1 (by nlinarith)
  by_cases hc : ⟪d, v⟫_ℝ = 0
  · -- tilt v slightly towards d and let the tilt vanish
    refine nonneg_of_small_steps (b := ⟪v, B d + k • d⟫_ℝ + ⟪d, B v + k • v⟫_ℝ
      + |⟪d, B d + k • d⟫_ℝ|) one_pos fun t h0 h1 => ?_
    have hne : ⟪d, v + t • d⟫_ℝ ≠ 0 := by
      rw [inner_add_right, real_inner_smul_right, hc, zero_add, real_inner_self_eq_norm_sq]
      exact mul_ne_zero h0.ne' (pow_ne_zero 2 (norm_ne_zero_iff.2 hd0))
    have h2 := key _ hne
    have hexp : ⟪v + t • d, B (v + t • d) + k • (v + t • d)⟫_ℝ = ⟪v, B v + k • v⟫_ℝ
        + t * (⟪v, B d + k • d⟫_ℝ + ⟪d, B v + k • v⟫_ℝ) + t ^ 2 * ⟪d, B d + k • d⟫_ℝ := by
      simp only [map_add, map_smul, smul_add, inner_add_left, inner_add_right,
        real_inner_smul_left, real_inner_smul_right]
      ring
    rw [hexp] at h2
    have e1 := mul_le_mul_of_nonneg_left (le_abs_self ⟪d, B d + k • d⟫_ℝ) (sq_nonneg t)
    have e2 : t ^ 2 * |⟪d, B d + k • d⟫_ℝ| ≤ t * |⟪d, B d + k • d⟫_ℝ| :=
      mul_le_mul_of_nonneg_right (by nlinarith) (abs_nonneg _)
    linarith
  · exact key v hc
```

## (h) The norm term

If $k$ is a multiplier for $d$ and $\|y\|\le r$, show that
$$k\left(\|d\|^2-\|y\|^2\right)\ge0.$$

Multiplying $k(r-\|d\|)=0$ by $r+\|d\|$ gives $k\|d\|^2=kr^2$. The left side is therefore $k(r^2-\|y\|^2)\ge0$.

```lean
/-- A multiplier makes the norm term of the energy gap nonnegative for every `y` in the ball. -/
theorem IsMultiplier.norm_term_nonneg {B : E →ₗ[ℝ] E} {g d y : E} {r k : ℝ}
    (h : IsMultiplier B g r d k) (hy : ‖y‖ ≤ r) : 0 ≤ k * (‖d‖ ^ 2 - ‖y‖ ^ 2) := by
  have h1 : k * (‖d‖ ^ 2 - ‖y‖ ^ 2) = k * (r ^ 2 - ‖y‖ ^ 2) := by
    linear_combination -(r + ‖d‖) * h.slack
  rw [h1]
  exact mul_nonneg h.nonneg (sub_nonneg.2 (pow_le_pow_left₀ (norm_nonneg y) hy 2))
```

## (i) Minimality and multipliers

For $r>0$ and $\|d\|\le r$, show that
$$\bigl(q(d)\le q(y)\ \text{ for all }\|y\|\le r\bigr)\iff\bigl(d\text{ has a multiplier }k\bigr).$$

Let $d$ be a minimiser. If $\|d\|<r$, (e) supplies $k=0$. If $\|d\|=r$, then $d\ne0$. For $\langle d,v\rangle<0$ and $0<t<-2\langle d,v\rangle/(\|v\|^2+1)$,
$$\|d+tv\|^2=r^2+t\left(2\langle d,v\rangle+t\|v\|^2\right)\le r^2.$$
Thus (d) applies to every inward $v$, (f) with $w=Bd+g$ yields $k\ge0$ and $Cd=-g$, and (g) gives the curvature condition. The slack condition holds because $\|d\|=r$.

Conversely, given a multiplier, both terms of the gap in (b) are nonnegative, the second by (h).

The equivalence certifies a given step in second-order geometry or orbital optimisation, within the quadratic model only. Whether the true energy follows that model inside the ball is a separate matter. The existence of a minimiser is not claimed either.

```lean
/-- Trust-region optimality: for symmetric `B` and `r > 0`, a step `d` in the ball of radius `r`
minimises the quadratic energy over that ball if and only if it has a multiplier. -/
theorem minimizer_iff_exists_multiplier {B : E →ₗ[ℝ] E} (hB : B.IsSymmetric) {g d : E} {r : ℝ}
    (hr : 0 < r) (hd : ‖d‖ ≤ r) :
    (∀ y, ‖y‖ ≤ r → energy B g d ≤ energy B g y) ↔ ∃ k, IsMultiplier B g r d k := by
  constructor
  · intro hmin
    rcases hd.lt_or_eq with hlt | heq
    · obtain ⟨h1, h2⟩ := interior_conditions hB hlt hmin
      exact ⟨0, le_rfl, by rw [zero_smul, add_zero, h1], zero_mul _,
        fun v => by rw [zero_smul, add_zero]; exact h2 v⟩
    · have hd0 : d ≠ 0 := norm_pos_iff.1 (by rw [heq]; exact hr)
      -- on the sphere, short inward steps are feasible
      obtain ⟨k, hk, hw⟩ := gradient_antiparallel (w := B d + g) hd0 (by
        intro v hv
        have hN : 0 < ‖v‖ ^ 2 + 1 := by positivity
        refine slope_nonneg hB hmin (t₀ := -2 * ⟪d, v⟫_ℝ / (‖v‖ ^ 2 + 1))
          (div_pos (by linarith) hN) fun t h0 h1 => ?_
        have h2 := mul_le_mul_of_nonneg_left ((lt_div_iff₀ hN).1 h1).le h0.le
        refine (sq_le_sq₀ (norm_nonneg _) hr.le).1 ?_
        rw [norm_add_sq_real, real_inner_smul_right, norm_smul, Real.norm_of_nonneg h0.le, heq]
        nlinarith [sq_nonneg t])
      have hs : B d + k • d = -g := by linear_combination (norm := module) hw
      exact ⟨k, hk, hs, by rw [heq, sub_self, mul_zero], shifted_curvature hB hd hd0 hs hmin⟩
  · rintro ⟨k, h⟩ y hy
    linarith [energy_gap hB h.newton y, h.curvature (y - d), h.norm_term_nonneg hy]
```

## (j) One multiplier for all minimisers

Let $d,d'$ lie in the ball and have multipliers $k,k'$. Show that
$$k=k'.$$

If $d=d'$, subtracting the Newton equations gives $(k-k')d=0$. Either $k=k'$, or $d=0$ and the slack conditions read $kr=k'r=0$, so again $k=k'$.

If $d\ne d'$, let $e=d'-d$. Apply (b) from $d$ to $d'$ and from $d'$ to $d$. The two gaps add to zero, and all their terms are nonnegative, so each term vanishes. In particular
$$\langle e,Be\rangle+k\|e\|^2=0=\langle e,Be\rangle+k'\|e\|^2,$$
and $\|e\|\ne0$ gives the claim. By (i), this applies to any two minimisers.

```lean
/-- For symmetric `B` and `r > 0`, any two steps in the ball that have multipliers have the same
multiplier. -/
theorem multiplier_unique {B : E →ₗ[ℝ] E} (hB : B.IsSymmetric) {g d d' : E} {r k k' : ℝ}
    (hr : 0 < r) (hd : ‖d‖ ≤ r) (hd' : ‖d'‖ ≤ r)
    (h : IsMultiplier B g r d k) (h' : IsMultiplier B g r d' k') : k = k' := by
  by_cases hdd : d' = d
  · subst hdd
    have e : (k - k') • d' = 0 := by
      linear_combination (norm := module) h.newton - h'.newton
    rcases smul_eq_zero.1 e with h0 | h0
    · exact sub_eq_zero.1 h0
    · have h1 := h.slack
      have h2 := h'.slack
      rw [h0, norm_zero, sub_zero] at h1 h2
      exact mul_right_cancel₀ hr.ne' (h1.trans h2.symm)
  · -- both energy gaps vanish, hence so do both shifted curvatures along d' - d
    have g1 := energy_gap hB h.newton d'
    have g2 := energy_gap hB h'.newton d
    have p1 := h.curvature (d' - d)
    have p2 := h'.curvature (d - d')
    have n1 := h.norm_term_nonneg hd'
    have n2 := h'.norm_term_nonneg hd
    have q1 : ⟪d' - d, B (d' - d) + k • (d' - d)⟫_ℝ
        = ⟪d' - d, B (d' - d)⟫_ℝ + k * ‖d' - d‖ ^ 2 := by
      rw [inner_add_right, real_inner_smul_right, real_inner_self_eq_norm_sq]
    have q2 : ⟪d - d', B (d - d') + k' • (d - d')⟫_ℝ
        = ⟪d' - d, B (d' - d)⟫_ℝ + k' * ‖d' - d‖ ^ 2 := by
      rw [← neg_sub d' d, map_neg, smul_neg, ← neg_add, inner_neg_neg, inner_add_right,
        real_inner_smul_right, real_inner_self_eq_norm_sq]
    have hN : ‖d' - d‖ ^ 2 ≠ 0 := pow_ne_zero 2 (norm_ne_zero_iff.2 (sub_ne_zero.2 hdd))
    exact mul_right_cancel₀ hN (by linarith)

end TrustRegionOptimality
```

```lean
#print axioms TrustRegionOptimality.minimizer_iff_exists_multiplier
#print axioms TrustRegionOptimality.multiplier_unique
```

```
'TrustRegionOptimality.minimizer_iff_exists_multiplier' depends on axioms: [propext, Classical.choice, Quot.sound]
'TrustRegionOptimality.multiplier_unique' depends on axioms: [propext, Classical.choice, Quot.sound]
```

## Two minimisers with an indefinite Hessian

Take $B=\mathrm{diag}(-2,1)$, $g=(0,3)$ and $r=\sqrt2$. With $k=2$, $B+kI=\mathrm{diag}(0,3)$ is positive semidefinite, and the Newton equation gives $d_2=-1$. The boundary condition then gives $d_1=\pm1$. Both steps are minimisers, with $q=-3-\tfrac12=-3.5$ and the same $k$.

The step $(0,-\sqrt2)$ also solves a shifted Newton equation, with $k=3/\sqrt2-1\approx1.12$. There $-2+k<0$, so the curvature condition fails, and its energy $1-3\sqrt2\approx-3.24$ is indeed higher.
